# Mixing an occupied and an empty spin orbital of one determinant by a small angle x gives each an entropy of about 2x²|ln x|

## A determinant, its orbitals and their entropy

Let ι be a finite set of labels for an orthonormal basis of real spin orbitals. A determinant is specified by the subset O of occupied labels. The angle x is in radians, ln is the natural logarithm, and entropies are in units where Boltzmann's constant is 1.

```lean
import Mathlib

open Filter Topology Matrix

namespace OrbitalMisrotation

noncomputable section

variable {ι : Type*} [Fintype ι] [DecidableEq ι]
```

In the determinant's own orbitals, the one-particle density matrix γ is diagonal, with 1 for each occupied orbital and 0 for each empty one:

γ_kl = δ_kl if k ∈ O, and 0 otherwise.

The file takes this matrix as the definition of the state; it does not derive it from an antisymmetrised many-electron wavefunction.

```lean
/-- One-particle density matrix of the determinant whose occupied spin orbitals form the
set `O`, written in the basis of its own orbitals. -/
def densityMatrix (O : Finset ι) : Matrix ι ι ℝ :=
  Matrix.diagonal fun k => if k ∈ O then 1 else 0
```

A normalised real orbital v, given by its components v_k, has the occupation

n(v) = ⟨v|γ|v⟩.

In Lean an orbital is a function `ι → ℝ`, and the bracket is a dot product with a matrix-vector product. The definition accepts any vector, but the orbitals used below are normalised.

```lean
/-- Occupation `⟨v|γ|v⟩` of a normalised real orbital `v` in the determinant `O`. -/
def occupation (O : Finset ι) (v : ι → ℝ) : ℝ :=
  v ⬝ᵥ (densityMatrix O *ᵥ v)
```

Now choose two different labels, i and a, and write e_k for the original basis orbitals. The rotated basis is

i′ = cos x · e_i + sin x · e_a
a′ = −sin x · e_i + cos x · e_a
k′ = e_k for every other k.

Only the basis turns; γ, and with it the determinant, stays fixed. In the code `Pi.single k 1` is e_k.

```lean
/-- The orbital basis after two different orbitals `i` and `a` are mixed by the angle `x`; all other
orbitals stay as they are. -/
def rotatedOrbital (i a : ι) (x : ℝ) (k : ι) : ι → ℝ :=
  if k = i then Real.cos x • Pi.single i 1 + Real.sin x • Pi.single a 1
  else if k = a then (-Real.sin x) • Pi.single i 1 + Real.cos x • Pi.single a 1
  else Pi.single k 1
```

A spin orbital is either filled, with probability n, or empty, with probability 1 − n. Its entropy is the binary entropy

S(n) = −n ln n − (1 − n) ln(1 − n).

This formula is also a definition here, not the result of a partial trace. It concerns spin orbitals; a spatial orbital has four possible occupation states. Lean sets `Real.log 0` to 0, which agrees with the usual convention 0 ln 0 = 0.

```lean
/-- Binary entropy of a spin orbital with occupation `n` between 0 and 1,
with the convention `0 ln 0 = 0`. -/
def orbitalEntropy (n : ℝ) : ℝ :=
  -(n * Real.log n) - (1 - n) * Real.log (1 - n)
```

## Occupations cos² x and sin² x

Because γ is diagonal with entries 0 and 1, the bracket reduces to a sum over occupied labels:

n(v) = Σ_{k∈O} v_k².

Unfolding the definitions and simplifying is enough to prove it.

```lean
/-- The occupation of an orbital is the sum of its squared components along the occupied orbitals.
-/
theorem occupation_eq (O : Finset ι) (v : ι → ℝ) :
    occupation O v = ∑ k ∈ O, v k ^ 2 := by
  simp [occupation, densityMatrix, dotProduct, Matrix.mulVec_diagonal,
    Finset.sum_ite_mem, sq]
```

Let i be occupied and a empty. Of the two components of i′ and a′, only the one along e_i counts, so

n(i′) = cos² x and n(a′) = (−sin x)² = sin² x.

The hypotheses `hi : i ∈ O` and `ha : a ∉ O` carry this physical assumption, and together they imply i ≠ a. `Finset.sum_eq_single` reduces each sum to the term k = i. Had both orbitals been occupied, or both empty, their occupations would not have changed and their entropies would have stayed zero.

```lean
/-- Mixing an occupied orbital `i` with an empty orbital `a` by the angle `x` gives the
occupations `cos² x` and `sin² x`. -/
theorem rotated_occupations {O : Finset ι} {i a : ι} (hi : i ∈ O) (ha : a ∉ O) (x : ℝ) :
    occupation O (rotatedOrbital i a x i) = Real.cos x ^ 2 ∧
      occupation O (rotatedOrbital i a x a) = Real.sin x ^ 2 := by
  have hne : i ≠ a := fun h => ha (h ▸ hi)
  constructor
  -- in both sums only the occupied orbital `i` contributes
  · rw [occupation_eq, Finset.sum_eq_single i]
    · simp [rotatedOrbital, hne]
    · intro k hk hki
      have hka : k ≠ a := fun h => ha (h ▸ hk)
      simp [rotatedOrbital, hki, hka]
    · exact fun h => absurd hi h
  · rw [occupation_eq, Finset.sum_eq_single i]
    · simp [rotatedOrbital, hne, hne.symm]
    · intro k hk hki
      have hka : k ≠ a := fun h => ha (h ▸ hk)
      simp [rotatedOrbital, hki, hka, hne.symm]
    · exact fun h => absurd hi h
```

The binary entropy is unchanged when n and 1 − n are exchanged. Since cos² x = 1 − sin² x,

S(n(i′)) = S(n(a′)) = S(sin² x).

The hypothesis `hk` says that k is one of the two mixed labels, so a single statement serves for both.

```lean
/-- When an occupied orbital `i` is mixed with an empty orbital `a`, both rotated orbitals
have the same entropy, that of the occupation `sin² x`. -/
theorem rotated_entropy {O : Finset ι} {i a k : ι} (hi : i ∈ O) (ha : a ∉ O)
    (hk : k = i ∨ k = a) (x : ℝ) :
    orbitalEntropy (occupation O (rotatedOrbital i a x k)) =
      orbitalEntropy (Real.sin x ^ 2) := by
  rcases hk with rfl | rfl
  · rw [(rotated_occupations hi ha x).1, Real.cos_sq']
    simp only [orbitalEntropy, sub_sub_cancel]
    ring
  · rw [(rotated_occupations hi ha x).2]
```

## Bounds for angles between 0 and 1

The limit is taken from above, written `𝓝[>] 0` in Lean. Sufficiently close to this limit, 0 < x < 1.

```lean
/-- As the angle tends to 0 from above, it eventually lies strictly between 0 and 1. -/
theorem eventually_small : ∀ᶠ x : ℝ in 𝓝[>] 0, 0 < x ∧ x < 1 := by
  filter_upwards [self_mem_nhdsWithin,
    mem_nhdsWithin_of_mem_nhds (Iio_mem_nhds (zero_lt_one : (0 : ℝ) < 1))] with x h0 h1
  exact ⟨h0, h1⟩
```

On this interval cos x > 0 and sin x < x < tan x. Dividing suitably gives

cos x ≤ sin x / x ≤ 1.

```lean
/-- For an angle strictly between 0 and 1, `cos x` is positive and `sin x / x` lies between
`cos x` and 1. -/
theorem sinc_bounds {x : ℝ} (h0 : 0 < x) (h1 : x < 1) :
    0 < Real.cos x ∧ Real.cos x ≤ Real.sin x / x ∧ Real.sin x / x ≤ 1 := by
  have hpi : x < Real.pi / 2 := by linarith [Real.pi_gt_three]
  have hc : 0 < Real.cos x := Real.cos_pos_of_mem_Ioo ⟨by linarith, hpi⟩
  have ht := Real.lt_tan h0 hpi
  rw [Real.tan_eq_sin_div_cos, lt_div_iff₀ hc] at ht
  exact ⟨hc, (le_div_iff₀ h0).2 (by linarith), (div_le_one h0).2 (Real.sin_lt h0).le⟩
```

The other ingredient is −ln x = ln(1/x), which tends to +∞ because 1/x does.

```lean
/-- As the angle tends to 0 from above, `-ln x` grows without bound. -/
theorem neg_log_atTop : Tendsto (fun x : ℝ => -Real.log x) (𝓝[>] 0) atTop := by
  have h := Real.tendsto_log_atTop.comp (tendsto_inv_nhdsGT_zero (𝕜 := ℝ))
  refine h.congr fun x => ?_
  simp [Real.log_inv]
```

## The entropy to second order

The leading behaviour follows from a sharper statement:

S(sin² x)/x² + 2 ln x → 1.

In other words, S(sin² x) = −2x² ln x + x² plus terms that vanish faster than x². Set r = sin x / x. Since ln(sin² x) = 2 ln r + 2 ln x, and sin² x / x² = r²,

S(sin² x)/x² + 2 ln x = −2r² ln r + 2(1 − r²) ln x − cos² x ln(cos² x)/x².

The three terms are treated separately.

- The bounds above give r → 1, so r² ln r → 0. This is `hA`.
- From cos x ≤ r ≤ 1 follows 0 ≤ 1 − r² ≤ sin² x ≤ x². Since ln x < 0, x² ln x ≤ (1 − r²) ln x ≤ 0, and the lower bound tends to 0. This is `hB`.
- For p = cos² x, the inequalities 1 − 1/p ≤ ln p ≤ p − 1 give p(1 − p) ≤ −p ln p ≤ 1 − p. Division by x² yields cos² x · r² ≤ −p ln p / x² ≤ r², and both bounds tend to 1. This is `hC`.

The squeeze theorem, `tendsto_of_tendsto_of_tendsto_of_le_of_le'`, supplies the limit of r and the last two limits. The final lines of the proof add the three terms and verify the decomposition.

```lean
/-- Two-term expansion at small positive angle: the entropy of the occupation `sin² x`
is `-2 x² ln x + x²` up to terms that vanish faster than `x²`. -/
theorem entropy_expansion :
    Tendsto (fun x : ℝ => orbitalEntropy (Real.sin x ^ 2) / x ^ 2 + 2 * Real.log x)
      (𝓝[>] 0) (𝓝 1) := by
  have hcos : Tendsto Real.cos (𝓝[>] 0) (𝓝 1) := by
    have h := (Real.continuous_cos.tendsto 0).mono_left
      (nhdsWithin_le_nhds (s := Set.Ioi 0))
    rwa [Real.cos_zero] at h
  have hr : Tendsto (fun x : ℝ => Real.sin x / x) (𝓝[>] 0) (𝓝 1) :=
    tendsto_of_tendsto_of_tendsto_of_le_of_le' hcos tendsto_const_nhds
      (eventually_small.mono fun x hx => (sinc_bounds hx.1 hx.2).2.1)
      (eventually_small.mono fun x hx => (sinc_bounds hx.1 hx.2).2.2)
  have hA : Tendsto (fun x : ℝ => (Real.sin x / x) ^ 2 * Real.log (Real.sin x / x))
      (𝓝[>] 0) (𝓝 0) := by
    have h := (hr.pow 2).mul (hr.log one_ne_zero)
    rwa [Real.log_one, mul_zero] at h
  -- replacing `sin x` by `x` in the prefactor of the logarithm costs at most `x² |ln x|`
  have hB : Tendsto (fun x : ℝ => (1 - (Real.sin x / x) ^ 2) * Real.log x)
      (𝓝[>] 0) (𝓝 0) := by
    have hcont : Continuous (fun x : ℝ => x * (x * Real.log x)) :=
      continuous_id.mul Real.continuous_mul_log
    have hx : Tendsto (fun x : ℝ => x * (x * Real.log x)) (𝓝[>] 0) (𝓝 0) := by
      have h := (hcont.tendsto 0).mono_left (nhdsWithin_le_nhds (s := Set.Ioi 0))
      simpa only [zero_mul] using h
    refine tendsto_of_tendsto_of_tendsto_of_le_of_le' hx tendsto_const_nhds ?_ ?_
    · filter_upwards [eventually_small] with x ⟨h0, h1⟩
      obtain ⟨hc, hb, -⟩ := sinc_bounds h0 h1
      have hs := Real.sin_nonneg_of_nonneg_of_le_pi h0.le (by linarith [Real.pi_gt_three])
      have h2 := pow_le_pow_left₀ hs (Real.sin_lt h0).le 2
      have h3 := pow_le_pow_left₀ hc.le hb 2
      have hq : 1 - (Real.sin x / x) ^ 2 ≤ x ^ 2 := by
        linarith [Real.sin_sq_add_cos_sq x]
      have h4 := mul_le_mul_of_nonpos_right hq (Real.log_neg h0 h1).le
      calc x * (x * Real.log x) = x ^ 2 * Real.log x := by ring
        _ ≤ _ := h4
    · filter_upwards [eventually_small] with x ⟨h0, h1⟩
      obtain ⟨hc, hb, hb'⟩ := sinc_bounds h0 h1
      have h2 : (Real.sin x / x) ^ 2 ≤ 1 := pow_le_one₀ (hc.le.trans hb) hb'
      exact mul_nonpos_of_nonneg_of_nonpos (sub_nonneg.2 h2) (Real.log_neg h0 h1).le
  -- the nearly filled part contributes `x²`, by `1 - 1/p ≤ ln p ≤ p - 1`
  have hC : Tendsto (fun x : ℝ => -(Real.cos x ^ 2 * Real.log (Real.cos x ^ 2)) / x ^ 2)
      (𝓝[>] 0) (𝓝 1) := by
    have hlow := (hcos.pow 2).mul (hr.pow 2)
    have hup := hr.pow 2
    rw [one_pow, mul_one] at hlow
    rw [one_pow] at hup
    refine tendsto_of_tendsto_of_tendsto_of_le_of_le' hlow hup ?_ ?_
    · filter_upwards [eventually_small] with x ⟨h0, h1⟩
      have hp := pow_pos (sinc_bounds h0 h1).1 2
      have h := mul_le_mul_of_nonneg_left (Real.log_le_sub_one_of_pos hp) hp.le
      have hs : Real.sin x ^ 2 = 1 - Real.cos x ^ 2 := Real.sin_sq x
      rw [div_pow, ← mul_div_assoc, hs]
      exact div_le_div_of_nonneg_right (by linarith) (sq_nonneg x)
    · filter_upwards [eventually_small] with x ⟨h0, h1⟩
      have hp := pow_pos (sinc_bounds h0 h1).1 2
      have h := mul_le_mul_of_nonneg_left (Real.one_sub_inv_le_log_of_pos hp) hp.le
      rw [mul_sub, mul_one, mul_inv_cancel₀ hp.ne'] at h
      rw [div_pow, Real.sin_sq x]
      exact div_le_div_of_nonneg_right (by linarith) (sq_nonneg x)
  have h := ((hA.const_mul (-2)).add (hB.const_mul 2)).add hC
  have e : (-2 : ℝ) * 0 + 2 * 0 + 1 = 1 := by norm_num
  rw [e] at h
  refine Tendsto.congr' ?_ h
  filter_upwards [eventually_small] with x ⟨h0, h1⟩
  have hs : 0 < Real.sin x :=
    Real.sin_pos_of_pos_of_lt_pi h0 (by linarith [Real.pi_gt_three])
  have hl : Real.log (Real.sin x ^ 2) = 2 * Real.log (Real.sin x) := by
    norm_num [Real.log_pow]
  simp only [orbitalEntropy]
  rw [← Real.cos_sq', hl, Real.log_div hs.ne' h0.ne']
  ring
```

## The limit 2, and an identity needed only near zero

For 0 < x < 1 we have |ln x| = −ln x, and therefore

S(sin² x)/(x²|ln x|) = [S(sin² x)/x² + 2 ln x]/(−ln x) + 2.

The bracket tends to 1 and its denominator to +∞, so the fraction vanishes and 2 remains. The theorem says this for the occupation of either mixed orbital, whatever else the determinant contains. The smallest case is one electron in two spin orbitals.

The Mathlib lemma that joins the algebra to the limit is `Tendsto.congr'`. It transfers a limit from one function to another when the two agree eventually along the filter, rather than everywhere. This matters here: for x > 1, |ln x| equals +ln x and the displayed identity fails wherever the entropy is not zero. The command `filter_upwards [eventually_small]` supplies an x with 0 < x < 1, and the identity has to be proved only there. The same device completes the second-order expansion, where the interval ensures that sin x and x are positive and ln(sin x / x) can be split.

```lean
/-- Main result: when an occupied and an empty spin orbital of one determinant are mixed by
a small angle `x > 0`, the entropy of each, divided by `x² |ln x|`, tends to 2. -/
theorem misrotation_entropy {O : Finset ι} {i a k : ι} (hi : i ∈ O) (ha : a ∉ O)
    (hk : k = i ∨ k = a) :
    Tendsto (fun x : ℝ => orbitalEntropy (occupation O (rotatedOrbital i a x k)) /
      (x ^ 2 * |Real.log x|)) (𝓝[>] 0) (𝓝 2) := by
  simp only [rotated_entropy hi ha hk]
  have h := (entropy_expansion.div_atTop neg_log_atTop).add_const 2
  rw [zero_add] at h
  refine Tendsto.congr' ?_ h
  filter_upwards [eventually_small] with x ⟨h0, h1⟩
  have hl := Real.log_neg h0 h1
  have h2 : 2 * Real.log x / -Real.log x = -2 := by
    rw [div_neg, mul_div_cancel_right₀ _ hl.ne]
  rw [abs_of_neg hl, add_div, h2, div_div]
  ring
```

No constant multiple of x² bounds the entropy near zero:

S(sin² x)/x² = [S(sin² x)/x² + 2 ln x] + 2(−ln x) → +∞.

In Lean, divergence to +∞ is convergence to `atTop`.

```lean
/-- The entropy of either mixed orbital, divided by `x²`, grows without bound as the angle `x` by
which an occupied and an empty orbital are mixed tends to 0 from above. -/
theorem misrotation_superquadratic {O : Finset ι} {i a k : ι} (hi : i ∈ O) (ha : a ∉ O)
    (hk : k = i ∨ k = a) :
    Tendsto (fun x : ℝ => orbitalEntropy (occupation O (rotatedOrbital i a x k)) / x ^ 2)
      (𝓝[>] 0) atTop := by
  simp only [rotated_entropy hi ha hk]
  have h := entropy_expansion.add_atTop
    (neg_log_atTop.const_mul_atTop (zero_lt_two : (0 : ℝ) < 2))
  refine h.congr fun x => ?_
  ring
```

## Summing over the whole basis

Every orbital outside the pair keeps occupation 0 or 1 and has zero entropy. The total is therefore the sum of two equal contributions:

Σ_k S(n(k′))/(x²|ln x|) → 2 + 2 = 4.

`Fintype.sum_eq_add` isolates the pair, once the remaining terms have been shown to vanish.

```lean
/-- The entropy summed over the whole rotated basis, divided by `x² |ln x|`, tends to 4 when
an occupied and an empty orbital of one determinant are mixed by a small angle `x > 0`. -/
theorem total_misrotation_entropy {O : Finset ι} {i a : ι} (hi : i ∈ O) (ha : a ∉ O) :
    Tendsto (fun x : ℝ => (∑ k, orbitalEntropy (occupation O (rotatedOrbital i a x k))) /
      (x ^ 2 * |Real.log x|)) (𝓝[>] 0) (𝓝 4) := by
  have hne : i ≠ a := fun h => ha (h ▸ hi)
  have h := (misrotation_entropy hi ha (Or.inl rfl)).add
    (misrotation_entropy hi ha (Or.inr rfl))
  have e : (2 : ℝ) + 2 = 4 := by norm_num
  rw [e] at h
  refine h.congr fun x => ?_
  -- orbitals outside the pair are exactly filled or exactly empty
  rw [Fintype.sum_eq_add i a hne, add_div]
  rintro k ⟨hki, hka⟩
  have hocc : occupation O (rotatedOrbital i a x k) = if k ∈ O then 1 else 0 := by
    rw [occupation_eq]
    simp [rotatedOrbital, hki, hka, Pi.single_apply, ite_pow]
  rw [hocc]
  by_cases hkO : k ∈ O <;> simp [orbitalEntropy, hkO]

end

end OrbitalMisrotation
```

```lean
#print axioms OrbitalMisrotation.misrotation_entropy
#print axioms OrbitalMisrotation.misrotation_superquadratic
#print axioms OrbitalMisrotation.total_misrotation_entropy
```

```
'OrbitalMisrotation.misrotation_entropy' depends on axioms: [propext, Classical.choice, Quot.sound]
'OrbitalMisrotation.misrotation_superquadratic' depends on axioms: [propext, Classical.choice, Quot.sound]
'OrbitalMisrotation.total_misrotation_entropy' depends on axioms: [propext, Classical.choice, Quot.sound]
```

## Orbital entropies from a transformed density matrix

To compute such spin-orbital entropies, let the columns of an orthogonal matrix U hold the new spin orbitals in terms of the old ones. One forms Uᵀ γ U, reads the occupations from its diagonal and inserts them in S(n). For the rotation above, the block belonging to i′ and a′ is

( cos² x    −sin x cos x )
( −sin x cos x    sin² x ).

At x = 0.1 each mixed spin orbital has an entropy of about 0.0558; at x = 0.01 it has about 0.00102. A tenfold smaller angle thus reduces the entropy by a factor of about 55, where a quadratic law would give 100. The approach to the limit is slow: at x = 0.01 the ratio S/(x²|ln x|) is still about 2.22, because the next term of the expansion contributes 1/|ln x|.

When orbital entropies are used to judge which orbitals are strongly correlated, part or all of a small value may therefore come from the choice of orbitals, as this one-angle rotation of a single determinant shows. Diagonalising the block returns the occupations 1 and 0, and the entropy disappears with the rotation.
